# For a Zeeman-split spin \(S\), the transverse Curie-spin relaxation rate over \(B^2\) has a low-field limit proportional to \([S(S+1)]^2\)

## Can I scale a Curie linewidth with \(B^2\)?

If I scale a Curie-spin linewidth from one magnet to another by \(B^2\) without knowing where the square comes from, I may carry it into fields where the electron moment is saturating, or hide the field dependence of the spectral density in the coefficient. The distance or correlation time that I extract can then be wrong.

The argument I know is short. The thermal average \(M(b)\) of the magnetic quantum number, at reduced field \(b\), vanishes at \(b=0\) and has slope \(S(S+1)/3\) there. The relaxation rate contains \(M^2\), so it starts as \(B^2\). I would like to see this done rigorously for every \(S\), with the coefficient, and checked by a machine. Can it be done in Lean 4 with Mathlib?

## A linear moment, squared, times the zero-frequency spectral factor

Yes. The file below proves the slope, the limit of \(M(b)^2/b^2\), and the limit of the rate divided by \(B^2\). The usual expression for the transverse Curie-spin rate is taken as a definition; it is not derived from a spin Hamiltonian and a model of molecular motion.

### From level sums to the rate

Let \(n=2S\) be a natural number. The levels are \(m_k=k-n/2\) for \(k=0,\dots,n\), and each has the Boltzmann weight \(e^{bm_k}\). Define

\[
Z_p(b)=\sum_{k=0}^{n} m_k^p\,e^{bm_k},\qquad M(b)=\frac{Z_1(b)}{Z_0(b)} .
\]

\(Z_0\) is the partition function, a sum of positive terms, so it is never zero. Differentiating a term brings down one factor of \(m_k\), hence \(Z_p'=Z_{p+1}\). The quotient rule gives

\[
M'(b)=\frac{Z_2Z_0-Z_1^2}{Z_0^2}=\frac{Z_2(b)}{Z_0(b)}-M(b)^2 ,
\]

which is the thermal variance of \(m\).

At zero field all exponentials equal 1. Then \(Z_0(0)=n+1\), and

\[
Z_1(0)=\frac{n(n+1)}{2}-(n+1)\frac n2=0,
\]

\[
Z_2(0)=\frac{n(n+1)(2n+1)}{6}-n\,\frac{n(n+1)}{2}+(n+1)\frac{n^2}{4}
=\frac{n(n+1)(n+2)}{12}.
\]

Since \(S(S+1)/3=n(n+2)/12\), the last sum is \((n+1)\,S(S+1)/3\). Therefore \(M(0)=0\) and \(M'(0)=c\), with \(c=S(S+1)/3\). For \(S=1/2\) this can be compared with \(M(b)=\tfrac12\tanh(b/2)\), whose slope at zero is \(1/4\).

Because \(M(0)=0\), the ratio \(M(b)/b\) is the difference quotient at zero. It tends to \(c\), so \(M(b)^2/b^2\) tends to \(c^2\).

For the rate, let \(\mu\) be the electron moment per unit of \(m\), \(\beta=1/(k_{\mathrm B}T)\) the inverse temperature, \(\gamma\) the nuclear gyromagnetic ratio and \(\tau\) the correlation time of the motion that modulates the dipolar coupling. The constant \(\kappa\) holds the remaining factors of the squared coupling: for isotropic tumbling and a point dipole at distance \(r\) from the nucleus, \(\kappa=(\mu_0/4\pi)^2/(5r^6)\) in SI units, where \(\mu_0\) is the vacuum permeability. The rate is

\[
R(B)=\kappa\gamma^2\bigl(\mu M(\beta\mu B)\bigr)^2J(B),\qquad
J(B)=4\tau+\frac{3\tau}{1+(\gamma B\tau)^2}.
\]

By the chain rule \(M(\beta\mu B)/B\to\beta\mu c\). The denominator in \(J\) is at least 1, so \(J\) is continuous and \(J(B)\to J(0)=7\tau\). Multiplying the limits gives

\[
\frac{R(B)}{B^2}\to\kappa\gamma^2\left(\beta\mu^2\,\frac{S(S+1)}{3}\right)^2 7\tau .
\]

For \(S>0\) the quadratic growth of \(M^2\) cannot continue to arbitrarily high fields. Every level satisfies \(|m_k|\le S\), so \(|Z_1|\le\sum_k|m_k|e^{bm_k}\le S\,Z_0\), and \(|M(b)|\le S\) at every field. For \(S>0\) the straight line \(cb\) exceeds this bound in size as soon as \(|b|>3/(S+1)\).

```lean
import Mathlib

open Filter Topology

namespace CurieSpinRelaxation

noncomputable section

/-- The spin quantum number `S = n / 2`, where `n = 2S` is a natural number. -/
def spin (n : ℕ) : ℝ := n / 2

/-- The magnetic quantum number `m = k - S` of level `k`, for `k = 0, ..., 2S`. -/
def proj (n k : ℕ) : ℝ := k - n / 2

/-- The Boltzmann sum of `m ^ p * exp (b m)` over all levels; `p = 0` is the partition
function. -/
def moment (n p : ℕ) (b : ℝ) : ℝ :=
  ∑ k ∈ Finset.range (n + 1), proj n k ^ p * Real.exp (b * proj n k)

/-- The thermal average `M(b)` of `m` at reduced field `b`. -/
def magnetization (n : ℕ) (b : ℝ) : ℝ := moment n 1 b / moment n 0 b

/-- The spectral factor `4τ + 3τ / (1 + ω²τ²)` at the nuclear Larmor frequency `ω = γB`. -/
def spectralFactor (γ τ B : ℝ) : ℝ := 4 * τ + 3 * τ / (1 + (γ * B * τ) ^ 2)

/-- The transverse Curie-spin relaxation rate in field `B`, with dipolar constant `κ`, nuclear
gyromagnetic ratio `γ`, electron moment `μ` per unit of `m`, inverse temperature `β` and
correlation time `τ`. -/
def curieRate (n : ℕ) (κ γ μ β τ B : ℝ) : ℝ :=
  κ * γ ^ 2 * (μ * magnetization n (β * μ * B)) ^ 2 * spectralFactor γ τ B

/-- The partition function is positive at every field. -/
theorem partition_pos (n : ℕ) (b : ℝ) : 0 < moment n 0 b := by
  unfold moment
  refine Finset.sum_pos (fun k _ => ?_) ⟨0, by simp⟩
  rw [pow_zero, one_mul]
  exact Real.exp_pos _

/-- At zero field the Boltzmann sums of `1`, `m` and `m²` are `2S + 1`, `0` and
`(2S + 1) S(S + 1) / 3`. -/
theorem moments_zero_field (n : ℕ) :
    moment n 0 0 = n + 1 ∧ moment n 1 0 = 0 ∧
      moment n 2 0 = (n + 1) * (spin n * (spin n + 1) / 3) := by
  have e : ∀ p, moment n p 0 = ∑ k ∈ Finset.range (n + 1), proj n k ^ p := by
    intro p
    simp [moment]
  -- closed forms for sums over equally spaced levels with arbitrary offset
  have s1 : ∀ (c : ℝ) (N : ℕ), ∑ k ∈ Finset.range N, ((k : ℝ) - c)
      = N * (N - 1) / 2 - N * c := by
    intro c N
    induction N with
    | zero => simp
    | succ N ih =>
      rw [Finset.sum_range_succ, ih]
      push_cast
      ring
  have s2 : ∀ (c : ℝ) (N : ℕ), ∑ k ∈ Finset.range N, ((k : ℝ) - c) ^ 2
      = N * (N - 1) * (2 * N - 1) / 6 - c * N * (N - 1) + N * c ^ 2 := by
    intro c N
    induction N with
    | zero => simp
    | succ N ih =>
      rw [Finset.sum_range_succ, ih]
      push_cast
      ring
  refine ⟨?_, ?_, ?_⟩
  · rw [e]
    simp
  · rw [e]
    simp only [pow_one, proj]
    rw [s1]
    push_cast
    ring
  · rw [e]
    simp only [proj, spin]
    rw [s2]
    push_cast
    ring

/-- Differentiating a Boltzmann sum with respect to the field brings down one factor of `m`. -/
theorem moment_hasDerivAt (n p : ℕ) (b : ℝ) :
    HasDerivAt (moment n p) (moment n (p + 1) b) b := by
  have h : ∀ k ∈ Finset.range (n + 1),
      HasDerivAt (fun x : ℝ => proj n k ^ p * Real.exp (x * proj n k))
        (proj n k ^ (p + 1) * Real.exp (b * proj n k)) b := by
    intro k _
    have h1 : HasDerivAt (fun x : ℝ => x * proj n k) (proj n k) b :=
      hasDerivAt_mul_const (proj n k)
    exact (h1.exp.const_mul (proj n k ^ p)).congr_deriv (by ring)
  exact HasDerivAt.fun_sum h

/-- At every field the slope of the magnetization is the thermal variance of `m`. -/
theorem magnetization_hasDerivAt (n : ℕ) (b : ℝ) :
    HasDerivAt (magnetization n)
      (moment n 2 b / moment n 0 b - magnetization n b ^ 2) b := by
  have hZ : moment n 0 b ≠ 0 := (partition_pos n b).ne'
  have h : HasDerivAt (magnetization n)
      ((moment n 2 b * moment n 0 b - moment n 1 b * moment n 1 b) / moment n 0 b ^ 2) b :=
    (moment_hasDerivAt n 1 b).fun_div (moment_hasDerivAt n 0 b) hZ
  refine h.congr_deriv ?_
  unfold magnetization
  field_simp

/-- The magnetization vanishes at zero field and has slope `S(S + 1) / 3` there. -/
theorem curie_law (n : ℕ) :
    magnetization n 0 = 0 ∧
      HasDerivAt (magnetization n) (spin n * (spin n + 1) / 3) 0 := by
  obtain ⟨h0, h1, h2⟩ := moments_zero_field n
  have hM : magnetization n 0 = 0 := by rw [magnetization, h1, zero_div]
  refine ⟨hM, (magnetization_hasDerivAt n 0).congr_deriv ?_⟩
  have hn : (n : ℝ) + 1 ≠ 0 := by positivity
  rw [hM, h0, h2, mul_div_cancel_left₀ _ hn]
  ring

/-- With reduced field `b = aB`, the ratio `M(aB)² / B²` tends to `(a S(S + 1) / 3)²` as `B`
tends to zero. -/
theorem magnetization_sq_scaled (n : ℕ) (a : ℝ) :
    Tendsto (fun B => magnetization n (a * B) ^ 2 / B ^ 2) (𝓝[≠] (0 : ℝ))
      (𝓝 ((a * (spin n * (spin n + 1) / 3)) ^ 2)) := by
  obtain ⟨hM, hd⟩ := curie_law n
  have hl : HasDerivAt (fun B : ℝ => a * B) a 0 :=
    ((hasDerivAt_id' (0 : ℝ)).const_mul a).congr_deriv (mul_one a)
  have hd' : HasDerivAt (magnetization n) (spin n * (spin n + 1) / 3) (a * 0) := by
    rw [mul_zero]
    exact hd
  have hc : HasDerivAt (fun B : ℝ => magnetization n (a * B))
      (a * (spin n * (spin n + 1) / 3)) 0 :=
    (hd'.comp 0 hl).congr_deriv (mul_comm _ _)
  -- the difference quotient at zero field is M(aB) / B
  refine ((hasDerivAt_iff_tendsto_slope_zero.mp hc).pow 2).congr (fun B => ?_)
  simp only [zero_add, mul_zero, hM, sub_zero, smul_eq_mul]
  ring

/-- The ratio `M(b)² / b²` tends to `(S(S + 1) / 3)²` as the reduced field `b` tends to zero. -/
theorem magnetization_sq_tendsto (n : ℕ) :
    Tendsto (fun b => magnetization n b ^ 2 / b ^ 2) (𝓝[≠] (0 : ℝ))
      (𝓝 ((spin n * (spin n + 1) / 3) ^ 2)) := by
  simpa only [one_mul] using magnetization_sq_scaled n 1

/-- The Curie-spin relaxation rate divided by `B²` tends to
`κ γ² (β μ² S(S + 1) / 3)² · 7τ` as the field `B` tends to zero. -/
theorem curieRate_quadratic (n : ℕ) (κ γ μ β τ : ℝ) :
    Tendsto (fun B => curieRate n κ γ μ β τ B / B ^ 2) (𝓝[≠] (0 : ℝ))
      (𝓝 (κ * γ ^ 2 * (β * μ ^ 2 * (spin n * (spin n + 1) / 3)) ^ 2 * (7 * τ))) := by
  have hc : Continuous (spectralFactor γ τ) := by
    change Continuous (fun B : ℝ => 4 * τ + 3 * τ / (1 + (γ * B * τ) ^ 2))
    exact continuous_const.add
      (continuous_const.div (by fun_prop) (fun B => by positivity))
  -- the spectral factor takes its zero-frequency value 7τ in the limit
  have hJ : Tendsto (spectralFactor γ τ) (𝓝[≠] (0 : ℝ)) (𝓝 (7 * τ)) := by
    have h := (hc.tendsto 0).mono_left (nhdsWithin_le_nhds (s := {(0 : ℝ)}ᶜ))
    have e : spectralFactor γ τ 0 = 7 * τ := by
      simp only [spectralFactor, mul_zero, zero_mul]
      ring
    rwa [e] at h
  have h := ((magnetization_sq_scaled n (β * μ)).mul hJ).const_mul (κ * γ ^ 2 * μ ^ 2)
  have e : κ * γ ^ 2 * (β * μ ^ 2 * (spin n * (spin n + 1) / 3)) ^ 2 * (7 * τ)
      = κ * γ ^ 2 * μ ^ 2 * ((β * μ * (spin n * (spin n + 1) / 3)) ^ 2 * (7 * τ)) := by
    ring
  rw [e]
  refine h.congr (fun B => ?_)
  unfold curieRate
  ring

/-- At every field the magnetization is at most `S` in absolute value. -/
theorem magnetization_abs_le (n : ℕ) (b : ℝ) : |magnetization n b| ≤ spin n := by
  have hZ := partition_pos n b
  rw [magnetization, abs_div, abs_of_pos hZ, div_le_iff₀ hZ]
  unfold moment
  rw [Finset.mul_sum]
  refine (Finset.abs_sum_le_sum_abs _ _).trans (Finset.sum_le_sum fun k hk => ?_)
  rw [pow_one, pow_zero, one_mul, abs_mul, abs_of_pos (Real.exp_pos _)]
  refine mul_le_mul_of_nonneg_right ?_ (Real.exp_pos _).le
  -- each level satisfies |m| ≤ S
  have hk1 : (k : ℝ) ≤ n := by
    exact_mod_cast Nat.lt_succ_iff.mp (Finset.mem_range.mp hk)
  have hk0 : (0 : ℝ) ≤ k := Nat.cast_nonneg k
  unfold proj spin
  rw [abs_le]
  constructor <;> linarith

end

end CurieSpinRelaxation
```

```lean
#print axioms CurieSpinRelaxation.magnetization_sq_tendsto
-- 'CurieSpinRelaxation.magnetization_sq_tendsto' depends on axioms: [propext, Classical.choice, Quot.sound]
#print axioms CurieSpinRelaxation.curieRate_quadratic
-- 'CurieSpinRelaxation.curieRate_quadratic' depends on axioms: [propext, Classical.choice, Quot.sound]
#print axioms CurieSpinRelaxation.magnetization_abs_le
-- 'CurieSpinRelaxation.magnetization_abs_le' depends on axioms: [propext, Classical.choice, Quot.sound]
```

### Spins, fields and limits as Lean objects

The natural number `n` is \(2S\), so integer and half-integer spins are treated together. `spin n` is \(S\), `proj n k` is \(m_k\), `moment n p b` is \(Z_p(b)\), and `magnetization n b` is \(M(b)\). The last is a dimensionless average of \(m\); the physical moment is \(\mu M\). The argument \(b=\beta\mu B\) is dimensionless too. The weight \(e^{bm}\) corresponds to the energy \(-\mu Bm\), and the opposite sign convention only relabels \(m\) as \(-m\) in a symmetric set of levels.

`curie_law` says that \(M(0)=0\) and that \(M\) is differentiable at zero with derivative \(S(S+1)/3\); `HasDerivAt` expresses both the differentiability and the value. `magnetization_sq_tendsto` is the limit of \(M(b)^2/b^2\). The filter `𝓝[≠] (0 : ℝ)` means that \(b\) approaches zero from either side without being zero. This matters because Lean evaluates \(0/0\) as 0, which for \(S>0\) is not the limiting value.

`curieRate_quadratic` is the law for the rate. The parameters `κ`, `γ`, `μ`, `β` and `τ` are arbitrary real numbers, with no sign conditions, and they stay fixed as \(B\) varies. Using \(\beta\) as a parameter avoids a division by temperature. For \(S=0\) the statement remains true, with limit zero.

The model is one electron spin with pure Zeeman levels and a single value of \(\mu\). Zero-field splitting, an anisotropic \(g\) tensor, thermally accessible excited multiplets and exchange between centres are absent, as is the longitudinal rate. The theorem is a limit and gives no error estimate at a finite field.

For simulations of the Curie-spin part of a paramagnetic NMR linewidth, the result supports replacing the full thermal average by its linear Curie form in the low-field limit of this single-spin model. Other parts, such as relaxation by the fluctuations of the electron spin about its thermal average, need not vanish at zero field, so the total linewidth need not scale as \(B^2\). The coefficient \(7\tau\) also needs \(|\gamma B\tau|\) to be small. When \(|\gamma B\tau|\) is large but \(|\beta\mu B|S\) is still small, the same rate formula is again close to quadratic, with \(4\tau\) in place of \(7\tau\). If \(\kappa\) is known and \(\tau\) is extracted from the quadratic coefficient, using the wrong one of these two factors gives a wrong \(\tau\).

### Induction over levels, then difference quotients

`partition_pos` shows that \(Z_0\) is positive, because it is a non-empty sum of exponentials. This licenses the later divisions.

`moments_zero_field` evaluates the three sums at \(b=0\). Its inner statements `s1` and `s2` give closed forms for \(\sum_{k<N}(k-c)\) and \(\sum_{k<N}(k-c)^2\), where \(c\) is now an arbitrary offset. Keeping the offset general makes the induction on \(N\) work: with \(c=n/2\) built in, adding a level would shift all the others. Afterwards \(N=n+1\) and \(c=n/2\) are inserted, and `ring` does the algebra written out above.

`moment_hasDerivAt` is the rule \(Z_p'=Z_{p+1}\). The chain rule is applied to each exponential, and `HasDerivAt.fun_sum` adds the derivatives. `magnetization_hasDerivAt` then applies the quotient rule, and `field_simp` brings the result to the variance form. In `curie_law` the zero-field sums are substituted and the factor \(n+1\) cancels.

`magnetization_sq_scaled` treats \(M(aB)\) for any real \(a\), which is what the rate needs. Composition with \(B\mapsto aB\) multiplies the slope by \(a\). The lemma `hasDerivAt_iff_tendsto_slope_zero` turns the derivative into the limit of a difference quotient, and `.pow 2` squares that limit. The case \(a=1\) is `magnetization_sq_tendsto`.

In `curieRate_quadratic`, `hc` is the continuity of the spectral factor and `hJ` is its limit \(7\tau\). The scaled magnetization law with \(a=\beta\mu\) is multiplied by `hJ` and by the constant \(\kappa\gamma^2\mu^2\). What remains is to regroup the factors.

`magnetization_abs_le` follows the saturation argument. It multiplies through by the positive partition function, applies the triangle inequality to the numerator, and compares the two sums term by term using \(|m_k|\le S\).

### A quarter-integer \(S\) and spin matrices

The condition that \(2S\) is a natural number makes the ladder of levels symmetric. Suppose that \(S=3/4\) were allowed, with levels starting at \(-S\) and rising in unit steps as long as they do not exceed \(S\). The levels would be \(-3/4\) and \(1/4\), with zero-field average \(M(0)=-1/4\). Then \(M(b)^2/b^2\) would diverge as \(b\to0\), and there would be no quadratic law.

The thermal average can also be modelled with spin matrices, as

\[
M(b)=\frac{\operatorname{Tr}\left(S_z e^{bS_z}\right)}{\operatorname{Tr}\left(e^{bS_z}\right)} .
\]

In the eigenbasis of \(S_z\) this is the same ratio of sums, so the slope would be unchanged, but the proof would have to handle a matrix exponential first. The gain would be room for terms in the Hamiltonian that do not commute with \(S_z\). A zero-field splitting along \(z\) does commute with it, and needs only changed weights in the level sums. With such a splitting \(DS_z^2\), \(D\neq0\), and \(S\ge1\), the levels are no longer equally populated at zero field, and the slope along \(z\) is the variance of \(m\) in that unequal distribution, which differs from \(S(S+1)/3\).
